# Left and right eigenvectors of a geometrically simple eigenvalue are orthogonal exactly when the eigenvalue is defective

A "single level" can mean a simple root of the characteristic polynomial, or an eigenvalue with only one independent eigenvector. The second meaning is used here, since the first would exclude exceptional points from the start. The structure `IsSingleLevel H E r l` therefore says that the solutions of Hx = Ex are exactly the multiples of r, and it leaves open how often E occurs as a root.

## Overlap and normalisation in a non-Hermitian problem

Let H be a complex N × N matrix, r a right eigenvector and l a left eigenvector at the same eigenvalue E:

Hr = Er,  l*H = E l*,  l*r = Σᵢ conj(lᵢ) rᵢ.

Here l* is the conjugate transpose of l. Biorthogonal expansions divide by the overlap l*r. For a finite matrix with one independent eigenvector at E, such as a non-Hermitian model of a resonance, a vanishing overlap makes this division impossible, and it also shows that H has no complete eigenbasis.

The condition on r matters. If H = E·1 with N = 2, then r = (1, 0) and l = (0, 1) are orthogonal, yet H is diagonal. The condition excludes such ordinary degeneracies.

## The statement in words

The central theorem, `selfOrthogonal_iff_jordanChain`, says that for a single level

l*r = 0 if and only if (H − E)x = r has a solution x.

States are functions `n → ℂ` on a finite index type, `star l ⬝ᵥ r` is l*r, and `shifted H E` is H − E. The hypotheses are the description of the right eigenvectors, l ≠ 0, and the left eigenvalue equation. That r ≠ 0 is derived. No normalisation is imposed.

The theorem concerns one fixed matrix. "Exceptional point" here means a defective eigenvalue; the merging of eigenvectors as a parameter varies is not treated, nor is the length of the Jordan chain beyond its second vector.

## Solvability as orthogonality to l

For every x,

l*(H − E)x = E l*x − E l*x = 0,

so the range of H − E lies in the space of vectors y with l*y = 0.

If r were zero, H − E would be injective and hence surjective. Then l*y = 0 would hold for every y, and the unit vectors would give l = 0, a contradiction. So r ≠ 0, the kernel of H − E has dimension 1, and its range has dimension N − 1. Since l ≠ 0, the space l*y = 0 also has dimension N − 1. One space contains the other, so they coincide:

(H − E)x = y is solvable if and only if l*y = 0.

Setting y = r gives the theorem.

## The missing eigenbasis

If (H − E)x = r, then (H − E)²x = 0 while (H − E)x ≠ 0. Conversely, if x has these two properties, (H − E)x is an eigenvector, so it equals cr with c ≠ 0, and x/c solves the equation with source r.

Such an x rules out diagonalisation. Suppose HP = PD with P invertible and D diagonal with entries dᵢ, and write x = Pz. Then (H − E)²x = 0 gives

(dᵢ − E)² zᵢ = 0 for every i,

hence (dᵢ − E)zᵢ = 0 and (H − E)x = 0, a contradiction. The converse is not claimed, since a matrix may be defective at some other eigenvalue.

## The oblique projector at nonzero overlap

If l*r ≠ 0, define

Π = r l*/(l*r),  Πy = (l*y/l*r) r.

Then Πr = r and Π(H − E)x = 0. For any y,

l*(y − Πy) = l*y − (l*y/l*r) l*r = 0,

so y − Πy lies in the range of H − E. Every state is thus a multiple of r plus a vector in that range.

## A dimer with balanced gain and loss

Take two modes with coupling 1 and diagonal entries i and −i. With time dependence exp(−iHt), these entries make the amplitudes of the uncoupled modes grow and decay at a rate equal to the coupling:

H = [[i, 1], [1, −i]],  E = 0.

The first row of Hx = 0 gives x₁ = −i x₀, and the second row then holds as well. Eigenvectors of unit Euclidean length are r = (1, −i)/√2 and l = (1, i)/√2; the code omits the factors 1/√2. Their overlap is

l*r = (1 + (−i)(−i))/2 = 0.

## The Lean file

```lean
import Mathlib

open Matrix

namespace SelfOrthogonality

noncomputable section

variable {n : Type*} [Fintype n]

/-- The level `E` of `H` has one independent right eigenvector `r`, and `l` is a nonzero
left eigenvector at the same `E`. -/
structure IsSingleLevel (H : Matrix n n ℂ) (E : ℂ) (r l : n → ℂ) : Prop where
  right_span : ∀ x : n → ℂ, H *ᵥ x = E • x ↔ ∃ c : ℂ, x = c • r
  left_ne : l ≠ 0
  left_eigen : star l ᵥ* H = E • star l

/-- The matrix `r l* / (l* r)` built from two vectors `r` and `l`. It is an oblique projector if `l*
r` is nonzero, and the zero matrix otherwise. -/
def obliqueProjector (r l : n → ℂ) : Matrix n n ℂ :=
  (star l ⬝ᵥ r)⁻¹ • vecMulVec r (star l)

/-- The matrix `obliqueProjector r l` sends `y` to `(l* y) / (l* r)` times `r`, where division by
zero gives zero. -/
theorem obliqueProjector_mulVec (r l y : n → ℂ) :
    obliqueProjector r l *ᵥ y = ((star l ⬝ᵥ r)⁻¹ * (star l ⬝ᵥ y)) • r := by
  funext i
  simp only [obliqueProjector, Matrix.mulVec, dotProduct, Matrix.smul_apply,
    Matrix.vecMulVec_apply, Pi.smul_apply, smul_eq_mul, Finset.mul_sum, Finset.sum_mul]
  exact Finset.sum_congr rfl fun j _ => by ring

variable [DecidableEq n]

/-- The Hamiltonian measured from the energy `E`, that is `H - E`. -/
def shifted (H : Matrix n n ℂ) (E : ℂ) : Matrix n n ℂ := H - E • 1

omit [Fintype n] in
private theorem shifted_def (H : Matrix n n ℂ) (E : ℂ) : shifted H E = H - E • 1 := rfl

private theorem shifted_mulVec (H : Matrix n n ℂ) (E : ℂ) (x : n → ℂ) :
    shifted H E *ᵥ x = H *ᵥ x - E • x := by
  rw [shifted_def, Matrix.sub_mulVec, Matrix.smul_mulVec, Matrix.one_mulVec]

variable {H : Matrix n n ℂ} {E : ℂ} {r l : n → ℂ}

private theorem shifted_eq_zero_iff (h : IsSingleLevel H E r l) (x : n → ℂ) :
    shifted H E *ᵥ x = 0 ↔ ∃ c : ℂ, x = c • r := by
  rw [shifted_mulVec, sub_eq_zero, h.right_span]

/-- The left eigenvector is orthogonal to every vector of the form `(H - E) x`. -/
theorem left_annihilates (h : IsSingleLevel H E r l) (x : n → ℂ) :
    star l ⬝ᵥ (shifted H E *ᵥ x) = 0 := by
  rw [shifted_mulVec, dotProduct_sub, Matrix.dotProduct_mulVec, h.left_eigen,
    smul_dotProduct, dotProduct_smul, sub_self]

/-- The right eigenvector `r` of a single level is nonzero. -/
theorem right_ne_zero (h : IsSingleLevel H E r l) : r ≠ 0 := by
  intro hr
  -- otherwise `H - E` is injective, hence surjective, and `l` is orthogonal to everything
  have inj : Function.Injective (shifted H E).mulVecLin := by
    refine (injective_iff_map_eq_zero _).2 fun x hx => ?_
    obtain ⟨c, hc⟩ := (shifted_eq_zero_iff h x).1 hx
    rw [hc, hr, smul_zero]
  have surj := LinearMap.injective_iff_surjective.mp inj
  apply h.left_ne
  funext i
  obtain ⟨x, hx⟩ := surj (Pi.single i 1)
  have hx' : shifted H E *ᵥ x = Pi.single i 1 := hx
  have h0 := left_annihilates h x
  rw [hx'] at h0
  simpa using h0

/-- For a single level, the equation `(H - E) x = y` has a solution if and only if the source `y` is
orthogonal to the left eigenvector. -/
theorem solvable_iff (h : IsSingleLevel H E r l) (y : n → ℂ) :
    (∃ x, shifted H E *ᵥ x = y) ↔ star l ⬝ᵥ y = 0 := by
  let A := (shifted H E).mulVecLin
  let φ : (n → ℂ) →ₗ[ℂ] ℂ :=
    { toFun := fun y => star l ⬝ᵥ y
      map_add' := fun a b => dotProduct_add _ a b
      map_smul' := fun c a => dotProduct_smul c _ a }
  have hle : LinearMap.range A ≤ LinearMap.ker φ := by
    rintro _ ⟨x, rfl⟩
    exact left_annihilates h x
  -- the kernel of `H - E` is at most one-dimensional
  have hker : Module.finrank ℂ (LinearMap.ker A) ≤ 1 := by
    have hr : r ∈ LinearMap.ker A :=
      (shifted_eq_zero_iff h r).2 ⟨1, (one_smul ℂ r).symm⟩
    refine finrank_le_one (⟨r, hr⟩ : LinearMap.ker A) fun w => ?_
    obtain ⟨c, hc⟩ := (shifted_eq_zero_iff h w.1).1 w.2
    exact ⟨c, Subtype.ext hc.symm⟩
  -- the vectors orthogonal to `l` form a proper subspace
  have hne : LinearMap.ker φ ≠ ⊤ := by
    intro ht
    apply h.left_ne
    funext i
    have hm : (Pi.single i 1 : n → ℂ) ∈ LinearMap.ker φ := by
      rw [ht]; exact Submodule.mem_top
    have h0 : star l ⬝ᵥ (Pi.single i 1 : n → ℂ) = 0 := hm
    simpa using h0
  have hlt := Submodule.finrank_lt_finrank_of_lt (lt_top_iff_ne_top.2 hne)
  rw [finrank_top] at hlt
  have hrn := LinearMap.finrank_range_add_finrank_ker A
  have heq : LinearMap.range A = LinearMap.ker φ :=
    Submodule.eq_of_le_of_finrank_le hle (by omega)
  change y ∈ LinearMap.range A ↔ y ∈ LinearMap.ker φ
  rw [heq]

/-- The left and right eigenvectors of a single level are orthogonal if and only if
`(H - E) x = r` has a solution. -/
theorem selfOrthogonal_iff_jordanChain (h : IsSingleLevel H E r l) :
    star l ⬝ᵥ r = 0 ↔ ∃ x, shifted H E *ᵥ x = r :=
  (solvable_iff h r).symm

/-- The left and right eigenvectors of a single level are orthogonal if and only if some vector is
annihilated by two applications of `H - E` but not by one. -/
theorem selfOrthogonal_iff_generalized (h : IsSingleLevel H E r l) :
    star l ⬝ᵥ r = 0 ↔
      ∃ x, shifted H E *ᵥ (shifted H E *ᵥ x) = 0 ∧ shifted H E *ᵥ x ≠ 0 := by
  rw [selfOrthogonal_iff_jordanChain h]
  constructor
  · rintro ⟨x, hx⟩
    refine ⟨x, ?_, ?_⟩
    · rw [hx]
      exact (shifted_eq_zero_iff h r).2 ⟨1, (one_smul ℂ r).symm⟩
    · rw [hx]
      exact right_ne_zero h
  · rintro ⟨x, h2, h1⟩
    obtain ⟨c, hc⟩ := (shifted_eq_zero_iff h _).1 h2
    have hc0 : c ≠ 0 := by
      rintro rfl
      exact h1 (by rw [hc, zero_smul])
    exact ⟨c⁻¹ • x, by rw [Matrix.mulVec_smul, hc, smul_smul, inv_mul_cancel₀ hc0, one_smul]⟩

/-- If the left and right eigenvectors of a single level are orthogonal, no invertible
matrix `P` brings `H` to diagonal form. -/
theorem not_diagonalizable (h : IsSingleLevel H E r l) (h0 : star l ⬝ᵥ r = 0) :
    ¬ ∃ (P : Matrix n n ℂ) (d : n → ℂ), IsUnit P ∧ H * P = P * diagonal d := by
  rintro ⟨P, d, hP, hD⟩
  obtain ⟨x, h2, h1⟩ := (selfOrthogonal_iff_generalized h).1 h0
  obtain ⟨Q, hPQ⟩ := hP.exists_right_inv
  have hQP : Q * P = 1 := mul_eq_one_comm.1 hPQ
  -- in the eigenbasis `H - E` multiplies each coordinate by `d i - E`
  have key : ∀ z : n → ℂ,
      shifted H E *ᵥ (P *ᵥ z) = P *ᵥ (fun i => (d i - E) * z i) := by
    intro z
    rw [shifted_mulVec, Matrix.mulVec_mulVec, hD, ← Matrix.mulVec_mulVec,
      ← Matrix.mulVec_smul, ← Matrix.mulVec_sub]
    congr 1
    funext i
    simp only [Pi.sub_apply, Pi.smul_apply, smul_eq_mul, Matrix.mulVec_diagonal]
    ring
  have hx : x = P *ᵥ (Q *ᵥ x) := by
    rw [Matrix.mulVec_mulVec, hPQ, Matrix.one_mulVec]
  rw [hx, key, key] at h2
  rw [hx, key] at h1
  have hz := congrArg (fun w => Q *ᵥ w) h2
  simp only [Matrix.mulVec_mulVec, hQP, Matrix.one_mulVec, Matrix.mulVec_zero] at hz
  apply h1
  have hv : (fun i => (d i - E) * (Q *ᵥ x) i) = 0 := by
    funext i
    have hi : (d i - E) * ((d i - E) * (Q *ᵥ x) i) = 0 := congrFun hz i
    rcases mul_eq_zero.1 hi with hi | hi
    · simp [hi]
    · exact hi
  rw [hv, Matrix.mulVec_zero]

/-- For a single level with nonzero overlap `l* r`, the oblique projector fixes `r`, annihilates the
range of `H - E`, and splits every vector into its projection and a vector of that range. -/
theorem obliqueProjector_splits (h : IsSingleLevel H E r l) (h0 : star l ⬝ᵥ r ≠ 0) :
    obliqueProjector r l *ᵥ r = r ∧
    (∀ x, obliqueProjector r l *ᵥ (shifted H E *ᵥ x) = 0) ∧
    ∀ y, ∃ x, y = obliqueProjector r l *ᵥ y + shifted H E *ᵥ x := by
  refine ⟨?_, fun x => ?_, fun y => ?_⟩
  · rw [obliqueProjector_mulVec, inv_mul_cancel₀ h0, one_smul]
  · rw [obliqueProjector_mulVec, left_annihilates h, mul_zero, zero_smul]
  · -- the remainder is orthogonal to `l`, hence in the range of `H - E`
    obtain ⟨x, hx⟩ := (solvable_iff h (y - obliqueProjector r l *ᵥ y)).2 (by
      rw [obliqueProjector_mulVec, dotProduct_sub, dotProduct_smul, smul_eq_mul]
      field_simp
      try ring)
    exact ⟨x, by rw [hx]; abel⟩

/-- Two coupled modes with gain and loss equal in size to their coupling. -/
def dimer : Matrix (Fin 2) (Fin 2) ℂ := !![Complex.I, 1; 1, -Complex.I]

/-- The gain-loss dimer has a single level at `E = 0` with right eigenvector `(1, -i)` and
left eigenvector `(1, i)`, and these two are orthogonal. -/
theorem dimer_witness :
    IsSingleLevel dimer 0 ![1, -Complex.I] ![1, Complex.I] ∧
      star ![1, Complex.I] ⬝ᵥ ![1, -Complex.I] = 0 := by
  refine ⟨⟨fun x => ⟨fun h => ?_, ?_⟩, fun h => ?_, ?_⟩, ?_⟩
  · have h0 := congrFun h 0
    simp [dimer, Matrix.mulVec, dotProduct, Fin.sum_univ_succ] at h0
    refine ⟨x 0, ?_⟩
    funext i
    fin_cases i
    · simp
    · simp
      linear_combination h0
  · rintro ⟨c, rfl⟩
    funext i
    fin_cases i <;> simp [dimer, Matrix.mulVec, dotProduct, Fin.sum_univ_succ] <;>
      first | ring1 | linear_combination c * Complex.I_sq
  · simpa using congrFun h 0
  · funext i
    fin_cases i <;> simp [dimer, Matrix.vecMul, dotProduct, Fin.sum_univ_succ]
  · simp [dotProduct, Fin.sum_univ_succ]

end

end SelfOrthogonality
```

```lean
#print axioms SelfOrthogonality.selfOrthogonal_iff_generalized
#print axioms SelfOrthogonality.not_diagonalizable
#print axioms SelfOrthogonality.obliqueProjector_splits
```

```
'SelfOrthogonality.selfOrthogonal_iff_generalized' depends on axioms: [propext, Classical.choice, Quot.sound]
'SelfOrthogonality.not_diagonalizable' depends on axioms: [propext, Classical.choice, Quot.sound]
'SelfOrthogonality.obliqueProjector_splits' depends on axioms: [propext, Classical.choice, Quot.sound]
```

## How the proof follows the derivation

`shifted_eq_zero_iff` restates the eigenvector condition as a description of the kernel of H − E. `left_annihilates` moves H onto l* and cancels the two terms, and `right_ne_zero` runs the injectivity argument, testing l against the unit vectors `Pi.single i 1`.

The dimension count is in `solvable_iff`. There `A` is the linear map of H − E and `φ` is the functional y ↦ l*y. The proof needs only inequalities: the kernel of `A` has dimension at most 1, and the kernel of `φ` has dimension below N. Rank-nullity and `omega` turn these into the bound required by `Submodule.eq_of_le_of_finrank_le`, which makes the two subspaces equal. The central theorem is then the case y = r, read from right to left.

`selfOrthogonal_iff_generalized` carries out the rescaling by 1/c. In `not_diagonalizable`, `key` states that H − E multiplies each eigenbasis coordinate by dᵢ − E. Applying the inverse `Q` isolates the coordinates, and `mul_eq_zero` removes one of the two factors.

`obliqueProjector_splits` uses the formula for Πy from `obliqueProjector_mulVec`, then passes the remainder y − Πy to `solvable_iff`, together with an algebraic check of its orthogonality to l. Finally, `dimer_witness` verifies every field of `IsSingleLevel` for the dimer, together with the zero overlap, by computing components.
